# The squared residual bounds the energy error of a positive-definite quadratic model from both sides

Q: Your vectors are real functions on a finite index set, and you measure the residual by a dot product. Why not use the norm that Mathlib already has?

A: Because on the plain function type `n → ℝ` that norm is the largest component magnitude, while the estimate concerns the Euclidean length. I therefore write $\langle u,v\rangle=\sum_i u_i v_i$ and $\|v\|^2=\langle v,v\rangle$, which in Lean are `u ⬝ᵥ v` and `v ⬝ᵥ v`. The finite type `n` labels the degrees of freedom, for instance basis coefficients or Cartesian components of induced dipoles.

```lean
import Mathlib

open Matrix

namespace ResidualEnergyBounds

noncomputable section

variable {n : Type*} [Fintype n]
```

Q: And what is the physical system?

A: A linear-response model. A real matrix $A$ holds the stiffnesses and couplings, a vector $b$ is the applied force or field, and a trial response $x$ has energy

$$E(x)=\tfrac12\langle x,Ax\rangle-\langle b,x\rangle .$$

`A *ᵥ x` is the matrix acting on the vector.

```lean
/-- The quadratic energy `E(x) = ⟨x, A x⟩ / 2 - ⟨b, x⟩`. -/
def energy (A : Matrix n n ℝ) (b x : n → ℝ) : ℝ :=
  x ⬝ᵥ (A *ᵥ x) / 2 - b ⬝ᵥ x
```

Q: The residual could carry either sign. Which do you take?

A: $r=Ax-b$, so that for symmetric $A$ it is the gradient of $E$ and the force is $-r$.

```lean
/-- The residual `r = A x - b` of the linear equation `A x = b`. -/
def residual (A : Matrix n n ℝ) (b x : n → ℝ) : n → ℝ :=
  A *ᵥ x - b
```

I also need one steepest-descent update with fixed step length, $x\mapsto x-r/L$. The constant $L$ will be an upper bound on the stiffness.

```lean
/-- One steepest-descent update `x - r / L`, for a nonzero constant `L`. -/
def descentStep (A : Matrix n n ℝ) (b : n → ℝ) (L : ℝ) (x : n → ℝ) : n → ℝ :=
  x - L⁻¹ • residual A b x
```

Q: You say that $r$ is the gradient, but I see no derivative anywhere.

A: None is needed, because the energy is quadratic and its expansion stops at second order. For any displacement $d$,

$$E(x+d)=E(x)+\tfrac12\langle x,Ad\rangle+\tfrac12\langle d,Ax\rangle-\langle b,d\rangle+\tfrac12\langle d,Ad\rangle .$$

Symmetry of $A$ makes the two cross terms equal, so together they give $\langle Ax,d\rangle$, and

$$E(x+d)=E(x)+\langle r,d\rangle+\tfrac12\langle d,Ad\rangle .$$

In the Lean proof, `h` is the equality of the cross terms, obtained from `hA : A.IsSymm`. After `simp only` has expanded the products, `linear_combination` collects the terms.

```lean
variable {A : Matrix n n ℝ} {b p : n → ℝ} {m L : ℝ}

/-- For symmetric `A`, the energy change under a displacement `d` is the overlap of `d` with
the residual plus half the quadratic form of `d`. -/
theorem energy_add (hA : A.IsSymm) (b x d : n → ℝ) :
    energy A b (x + d) =
      energy A b x + residual A b x ⬝ᵥ d + d ⬝ᵥ (A *ᵥ d) / 2 := by
  -- the two cross terms agree because `A` is symmetric
  have h2 : (A *ᵥ x) ⬝ᵥ d = d ⬝ᵥ (A *ᵥ x) := dotProduct_comm _ _
  have h : x ⬝ᵥ (A *ᵥ d) = d ⬝ᵥ (A *ᵥ x) := by
    rw [Matrix.dotProduct_mulVec x A d, ← Matrix.mulVec_transpose, hA.eq, h2]
  simp only [energy, residual, Matrix.mulVec_add, add_dotProduct, dotProduct_add,
    sub_dotProduct]
  linear_combination (1 / 2) * h - h2
```

Q: Where does the exact solution come in?

A: Through a vector $p$ with $Ap=b$, the hypothesis `hp`. Its residual is zero. Expanding about $p$ with $d=x-p$ removes the linear term:

$$E(x)-E(p)=\tfrac12\langle x-p,A(x-p)\rangle .$$

The energy error is thus second order in the deviation. The proof of `energy_error` makes the same substitution in `energy_add`.

```lean
/-- For symmetric `A` and a solution `p` of `A p = b`, the energy error of `x` is half the
quadratic form of the deviation `x - p`. -/
theorem energy_error (hA : A.IsSymm) (hp : A *ᵥ p = b) (x : n → ℝ) :
    energy A b x - energy A b p = (x - p) ⬝ᵥ (A *ᵥ (x - p)) / 2 := by
  have h := energy_add hA b p (x - p)
  have h0 : residual A b p = 0 := by simp [residual, hp]
  have hx : p + (x - p) = x := by abel
  rw [h0, zero_dotProduct, hx] at h
  linarith
```

Q: So far $A$ could have negative modes, and $p$ could be a saddle point.

A: Yes, and the stiffness bounds exclude that. I assume, for every vector $v$,

$$m\|v\|^2\le\langle v,Av\rangle\le L\|v\|^2,\qquad m>0 .$$

These are `hlo`, `hup` and `hm`. Physically, $m$ is a floor under the stiffness of the softest mode and $L$ a ceiling over that of the stiffest. For symmetric $A$ this says that all eigenvalues lie in $[m,L]$. The floor makes $p$ a minimum, since the energy error is then at least $\tfrac m2\|x-p\|^2$.

Q: You divide by $L$, but you never assume that it is positive.

A: It follows. Inserting one nonzero vector into both bounds gives $m\|v\|^2\le L\|v\|^2$, hence $m\le L$. Lean uses the vector whose components are all one. `[Nonempty n]` guarantees at least one component, so its squared length is positive.

```lean
/-- A lower bound `m` and an upper bound `L` on the quadratic form of `A`, relative to the
squared norm, satisfy `m ≤ L` in nonzero dimension. -/
theorem lower_le_upper [Nonempty n]
    (hlo : ∀ v : n → ℝ, m * (v ⬝ᵥ v) ≤ v ⬝ᵥ (A *ᵥ v))
    (hup : ∀ v : n → ℝ, v ⬝ᵥ (A *ᵥ v) ≤ L * (v ⬝ᵥ v)) : m ≤ L := by
  have c : (0 : ℝ) < (1 : n → ℝ) ⬝ᵥ (1 : n → ℝ) := by
    unfold dotProduct
    exact Finset.sum_pos (fun i _ => by simp) Finset.univ_nonempty
  exact le_of_mul_le_mul_right ((hlo 1).trans (hup 1)) c
```

Q: Now the lower bound. Why should a large residual force a large energy error?

A: Because a large force means that energy can still be released. Put $d=-r/L$ into the expansion:

$$E(x-r/L)=E(x)-\frac{\|r\|^2}{L}+\frac{\langle r,Ar\rangle}{2L^2}\le E(x)-\frac{\|r\|^2}{2L} .$$

The inequality uses $\langle r,Ar\rangle\le L\|r\|^2$: the curvature takes back at most half of the first-order gain. The Lean statement of this step assumes symmetry, $L>0$ and the upper stiffness bound, but neither $p$ nor the positive floor.

In Lean, `h1` evaluates the linear term, `h2` and `h3` handle the squared length of the step, and `u` is the stiffness bound applied to that step. `linarith` then adds them up.

```lean
/-- If `A` is symmetric and its quadratic form is at most `L > 0` times the squared norm, a
steepest-descent step `x - r / L` lowers the energy by at least `‖r‖² / (2 L)`, where `r` is the
residual of `x`. -/
theorem energy_descentStep_le (hA : A.IsSymm) (hL : 0 < L)
    (hup : ∀ v : n → ℝ, v ⬝ᵥ (A *ᵥ v) ≤ L * (v ⬝ᵥ v)) (x : n → ℝ) :
    energy A b (descentStep A b L x) ≤
      energy A b x - residual A b x ⬝ᵥ residual A b x / (2 * L) := by
  have e : descentStep A b L x = x + (-L⁻¹) • residual A b x := by
    simp only [descentStep, neg_smul, sub_eq_add_neg]
  rw [e, energy_add hA]
  generalize residual A b x = r
  have h1 : r ⬝ᵥ ((-L⁻¹) • r) = -L⁻¹ * (r ⬝ᵥ r) := by
    rw [dotProduct_smul, smul_eq_mul]
  have h2 : ((-L⁻¹) • r) ⬝ᵥ ((-L⁻¹) • r) = L⁻¹ ^ 2 * (r ⬝ᵥ r) := by
    rw [smul_dotProduct, dotProduct_smul, smul_eq_mul, smul_eq_mul]
    ring
  have h3 : L * (L⁻¹ ^ 2 * (r ⬝ᵥ r)) = L⁻¹ * (r ⬝ᵥ r) := by field_simp
  have h4 : r ⬝ᵥ r / (2 * L) = L⁻¹ * (r ⬝ᵥ r) / 2 := by field_simp
  -- the curvature costs at most half of the first-order gain
  have u := hup ((-L⁻¹) • r)
  rw [h2, h3] at u
  rw [h1, h4]
  linarith
```

Since no energy lies below $E(p)$, we have $E(p)\le E(x-r/L)$, and therefore

$$\frac{\|r\|^2}{2L}\le E(x)-E(p) .$$

Q: And the upper bound, the one I would use to stop an iteration?

A: Expand about $x$ and go all the way to the solution, with $d=p-x$:

$$E(p)=E(x)+\langle r,d\rangle+\tfrac12\langle d,Ad\rangle\ge E(x)+\langle r,d\rangle+\tfrac m2\|d\|^2 .$$

Now use a square that cannot be negative:

$$0\le\|r+md\|^2=\|r\|^2+2m\langle r,d\rangle+m^2\|d\|^2 .$$

Dividing by $2m$ gives $\langle r,d\rangle+\tfrac m2\|d\|^2\ge-\|r\|^2/(2m)$. Hence

$$E(x)-E(p)\le\frac{\|r\|^2}{2m} .$$

Q: Read me the main theorem, then.

A: For a nonempty finite index set, a symmetric `A` with the two stiffness bounds and $m>0$, and a `p` solving $Ap=b$, every `x` satisfies both inequalities, joined by `∧`. The trial vector need not be close to the solution or come from any particular algorithm.

The proof has two branches. The first combines the descent step with `energy_error` and the stiffness floor, which together say that the step cannot land below $E(p)$. In the second, `h2` is the nonnegative square and `h1` is the floor multiplied by $m$; `le_div_iff₀` clears the denominator before `linarith` finishes.

```lean
/-- Let `A` be symmetric with quadratic form between `m > 0` and `L` times the squared norm,
and let `A p = b`. Then the energy error of any `x` lies between `‖r‖² / (2 L)` and
`‖r‖² / (2 m)`, where `r` is the residual of `x`. -/
theorem energy_error_bounds [Nonempty n] (hA : A.IsSymm) (hm : 0 < m)
    (hlo : ∀ v : n → ℝ, m * (v ⬝ᵥ v) ≤ v ⬝ᵥ (A *ᵥ v))
    (hup : ∀ v : n → ℝ, v ⬝ᵥ (A *ᵥ v) ≤ L * (v ⬝ᵥ v))
    (hp : A *ᵥ p = b) (x : n → ℝ) :
    residual A b x ⬝ᵥ residual A b x / (2 * L) ≤ energy A b x - energy A b p ∧
      energy A b x - energy A b p ≤ residual A b x ⬝ᵥ residual A b x / (2 * m) := by
  have hL : 0 < L := hm.trans_le (lower_le_upper hlo hup)
  have sq : ∀ v : n → ℝ, 0 ≤ v ⬝ᵥ v := fun v =>
    Finset.sum_nonneg fun i _ => mul_self_nonneg (v i)
  constructor
  · -- a descent step cannot go below the energy of the solution
    have h1 := energy_descentStep_le (b := b) hA hL hup x
    have h2 := energy_error hA hp (descentStep A b L x)
    have h3 := hlo (descentStep A b L x - p)
    have h4 := mul_nonneg hm.le (sq (descentStep A b L x - p))
    linarith
  · -- complete the square in `r + m (p - x)`
    have h := energy_add hA b x (p - x)
    have hx : x + (p - x) = p := by abel
    rw [hx] at h
    have h1 := mul_le_mul_of_nonneg_left (hlo (p - x)) hm.le
    have h2 := sq (residual A b x + m • (p - x))
    have h3 := dotProduct_comm (p - x) (residual A b x)
    simp only [add_dotProduct, dotProduct_add, smul_dotProduct, dotProduct_smul,
      smul_eq_mul, h3] at h2
    rw [le_div_iff₀ (by positivity), h]
    linarith
```

Q: What does this tell me about a stopping criterion?

A: To guarantee an energy error of at most $\varepsilon$, it suffices that $\|r\|^2\le2m\varepsilon$. If $\|r\|^2>2L\varepsilon$, the error certainly exceeds $\varepsilon$. Reducing the residual norm tenfold reduces both bounds a hundredfold. Two trial vectors with the same residual norm can still have very different energy errors when the largest and smallest eigenvalues of $A$ are far apart.

Q: Are the constants merely what the algebra happened to give?

A: They are attained whenever $m$ and $L$ are themselves eigenvalues. Suppose that the deviation is a single mode, $A(x-p)=\mu(x-p)$. Then $r=Ax-Ap=\mu(x-p)$, so

$$\|r\|^2=\mu^2\|x-p\|^2,\qquad E(x)-E(p)=\tfrac{\mu}{2}\|x-p\|^2,$$

and consequently $\|r\|^2=2\mu\,(E(x)-E(p))$. An error in a mode with $\mu=m$ meets the upper bound, and one in a mode with $\mu=L$ meets the lower bound. Soft modes are the dangerous ones: they hide the most energy behind a given residual norm.

The theorem itself assumes no stiffness bounds, only symmetry, $Ap=b$ and the mode equation `hd`. Its proof rewrites the residual as $\mu(x-p)$ and compares the two expressions.

```lean
/-- For symmetric `A` and `A p = b`, if the deviation `x - p` satisfies `A (x - p) = μ (x - p)`,
then the squared residual norm is exactly `2 μ` times the energy error. -/
theorem residual_sq_of_eigenvector (hA : A.IsSymm) (hp : A *ᵥ p = b) {x : n → ℝ} {μ : ℝ}
    (hd : A *ᵥ (x - p) = μ • (x - p)) :
    residual A b x ⬝ᵥ residual A b x = 2 * μ * (energy A b x - energy A b p) := by
  have hr : residual A b x = μ • (x - p) := by
    rw [← hd, Matrix.mulVec_sub, hp, residual]
  rw [energy_error hA hp, hr, hd]
  simp only [smul_dotProduct, dotProduct_smul, smul_eq_mul]
  ring
```

Q: Does the estimate say anything about how fast an iteration converges?

A: For steepest descent with fixed step $1/L$, yes. Write $\Delta_k$ for the energy error after $k$ steps and $r_k$ for the residual there. The descent bound, followed by $\|r_k\|^2\ge2m\Delta_k$, gives

$$\Delta_{k+1}\le\Delta_k-\frac{\|r_k\|^2}{2L}\le\left(1-\frac mL\right)\Delta_k .$$

Because $m\le L$, the factor is not negative, and repetition yields $\Delta_k\le(1-m/L)^k\Delta_0$. This is a guarantee, not the true rate: each step multiplies the deviation in a mode of stiffness $\mu$ by $1-\mu/L$, so the energy error actually falls at least by the factor $(1-m/L)^2$ per step. That sharper bound is not proved here in Lean.

In Lean, `(descentStep A b L)^[k] x` is the update applied $k$ times to `x`. The local statement `step` is the one-step inequality, and induction on `k` multiplies the factors together; `hq` records that the factor is nonnegative, which the multiplication requires.

```lean
/-- Let `A` be symmetric with quadratic form between `m > 0` and `L` times the squared norm, and let
`A p = b`. Then after `k` steepest-descent steps of fixed step length `1 / L` the energy error is at
most `(1 - m / L) ^ k` times its initial value. -/
theorem descent_convergence [Nonempty n] (hA : A.IsSymm) (hm : 0 < m)
    (hlo : ∀ v : n → ℝ, m * (v ⬝ᵥ v) ≤ v ⬝ᵥ (A *ᵥ v))
    (hup : ∀ v : n → ℝ, v ⬝ᵥ (A *ᵥ v) ≤ L * (v ⬝ᵥ v))
    (hp : A *ᵥ p = b) (x : n → ℝ) (k : ℕ) :
    energy A b ((descentStep A b L)^[k] x) - energy A b p ≤
      (1 - m / L) ^ k * (energy A b x - energy A b p) := by
  have hmL : m ≤ L := lower_le_upper hlo hup
  have hL : 0 < L := hm.trans_le hmL
  have hq : 0 ≤ 1 - m / L := sub_nonneg.mpr ((div_le_one hL).mpr hmL)
  -- one step: the guaranteed gain is a fixed fraction of the remaining error
  have step : ∀ y : n → ℝ, energy A b (descentStep A b L y) - energy A b p ≤
      (1 - m / L) * (energy A b y - energy A b p) := by
    intro y
    have h1 := energy_descentStep_le (b := b) hA hL hup y
    have h2 := mul_le_mul_of_nonneg_left
      (energy_error_bounds hA hm hlo hup hp y).2 (div_pos hm hL).le
    have h3 : m / L * (residual A b y ⬝ᵥ residual A b y / (2 * m)) =
        residual A b y ⬝ᵥ residual A b y / (2 * L) := by field_simp
    rw [h3] at h2
    linarith
  induction k with
  | zero => simp
  | succ k ih =>
    rw [Function.iterate_succ_apply', pow_succ', mul_assoc]
    exact (step _).trans (mul_le_mul_of_nonneg_left ih hq)
```

Q: What happens with a single degree of freedom?

A: Then $A$ is one number $a$, and $E(x)-E(p)=r^2/(2a)$ exactly. Choosing $m=L=a$ makes the two bounds coincide. The convergence factor is zero, and indeed one step reaches the solution: $x-(ax-b)/a=b/a$.

Q: I would still like to see a coupled system that meets all the assumptions.

A: Take two coordinates, each with stiffness 2, and coupling 1 between them. With components numbered from zero as in Lean,

$$\langle v,Av\rangle-\|v\|^2=(v_0+v_1)^2,\qquad 3\|v\|^2-\langle v,Av\rangle=(v_0-v_1)^2 .$$

So $m=1$ and $L=3$ are valid bounds. For $b=(3,3)$ the solution is $p=(1,1)$. Those two squares are the hints given to `nlinarith`; the remaining parts check symmetry and the matrix product entry by entry.

```lean
/-- The matrix with rows `(2, 1)` and `(1, 2)` is symmetric, its quadratic form lies between
`1` and `3` times the squared norm, and it maps `(1, 1)` to `(3, 3)`. -/
theorem energy_error_bounds_witness :
    (!![2, 1; 1, 2] : Matrix (Fin 2) (Fin 2) ℝ).IsSymm ∧
    (∀ v : Fin 2 → ℝ, 1 * (v ⬝ᵥ v) ≤ v ⬝ᵥ (!![2, 1; 1, 2] *ᵥ v) ∧
      v ⬝ᵥ (!![2, 1; 1, 2] *ᵥ v) ≤ 3 * (v ⬝ᵥ v)) ∧
    (!![2, 1; 1, 2] : Matrix (Fin 2) (Fin 2) ℝ) *ᵥ ![1, 1] = ![3, 3] := by
  refine ⟨Matrix.IsSymm.ext fun i j => ?_, fun v => ⟨?_, ?_⟩, ?_⟩
  · fin_cases i <;> fin_cases j <;> rfl
  · simp [dotProduct, Matrix.mulVec, Fin.sum_univ_two]
    nlinarith [sq_nonneg (v 0 + v 1)]
  · simp [dotProduct, Matrix.mulVec, Fin.sum_univ_two]
    nlinarith [sq_nonneg (v 0 - v 1)]
  · ext i
    fin_cases i <;> simp [Matrix.mulVec, dotProduct, Fin.sum_univ_two] <;> norm_num

end

end ResidualEnergyBounds
```

This system also shows both extremes. At $x=(0,0)$ the residual is $(-3,-3)$, so $\|r\|^2=18$, and the energy error is $3=18/(2\cdot3)$: the lower bound is met. At $x=(2,0)$ the residual is $(1,-1)$, so $\|r\|^2=2$, and the energy error is $1=2/(2\cdot1)$: the upper bound is met.

Q: Then may I apply this to my self-consistent-field calculation?

A: Not directly. A self-consistent-field energy is generally not quadratic in its variables, and its curvature changes from point to point. The result does apply to a subproblem that is a real, finite, positive-definite linear system with fixed $A$ and $b$. Solving for the induced dipoles of a linearly polarisable model is an example, provided that its matrix is positive definite; undamped point dipoles that come too close together can violate this. There $E(x)$ is the polarisation energy as a function of the trial dipoles. The bounds hold for this $E(x)$, not for the shorter expression $-\tfrac12\langle b,x\rangle$, which agrees with it at the solution but whose error is in general first order in the deviation. Complex Hermitian matrices, infinite-dimensional spaces and rounding errors are not treated.

Q: And where do I get $m$?

A: From separate knowledge of the system. The theorem takes the stiffness bounds as given, as it does the existence of $p$. Any valid positive floor will do, though a pessimistic one makes the stopping test stricter than necessary. An overestimated $m$ is worse: the test may then accept a vector whose energy error is larger than you intended. The floor also belongs to the coordinates in which you measure $r$, so if you rescale the variables, you must find it again.

```lean
#print axioms ResidualEnergyBounds.energy_error_bounds
-- 'ResidualEnergyBounds.energy_error_bounds' depends on axioms: [propext, Classical.choice, Quot.sound]
#print axioms ResidualEnergyBounds.residual_sq_of_eigenvector
-- 'ResidualEnergyBounds.residual_sq_of_eigenvector' depends on axioms: [propext, Classical.choice, Quot.sound]
#print axioms ResidualEnergyBounds.descent_convergence
-- 'ResidualEnergyBounds.descent_convergence' depends on axioms: [propext, Classical.choice, Quot.sound]
```
